# For nonzero mass, the Lévy-Leblond matrix has a two-dimensional kernel exactly when E = p²/(2m)

To set up a plane wave for a free nonrelativistic spin-½ particle in first-order form, one picks a momentum p and a two-spinor φ, sets E = p²/(2m), and fills in the lower two components as χ = σ·p φ/(2m). This step is safe if every such pair (φ, χ) solves the equations, if there are no other solutions at that energy, and if no other energy admits a nonzero solution. All three statements follow from the algebra of one 4×4 matrix.

For a free particle of fixed momentum, the relation between χ and φ is also, up to a factor of the speed of light in the scaling of χ, the plane-wave form of the kinetic balance condition, which guides the choice of small-component basis functions in relativistic electronic-structure calculations.

## The square of the matrix and its null vectors

Let m and E be real, with m ≠ 0, and let p = (p₀, p₁, p₂) be a real momentum whose components along x, y and z are numbered from zero. Write p² = p₀² + p₁² + p₂². The energy E does not include the rest energy. The Lévy-Leblond equations for an upper two-spinor φ and a lower two-spinor χ are

σ·p φ − 2m χ = 0

E φ − σ·p χ = 0

or Mψ = 0, with ψ = (φ, χ) and, in 2×2 blocks,

M = ( σ·p, −2m ; E, −σ·p ).

The energy is a parameter inside M, not an eigenvalue of M.

The Pauli matrices give

σ·p = ( p₂, p₀ − i p₁ ; p₀ + i p₁, −p₂ ).

The entries of its square are

upper left: p₂² + (p₀ − i p₁)(p₀ + i p₁) = p²

upper right: p₂(p₀ − i p₁) − (p₀ − i p₁)p₂ = 0

lower left: (p₀ + i p₁)p₂ − p₂(p₀ + i p₁) = 0

lower right: (p₀ + i p₁)(p₀ − i p₁) + p₂² = p²

so (σ·p)² = p² times the identity. The blocks of M² are then

upper left: (σ·p)² − 2mE = p² − 2mE

upper right: −2m σ·p + 2m σ·p = 0

lower left: E σ·p − σ·p E = 0

lower right: −2mE + (σ·p)² = p² − 2mE

and therefore

M² = (p² − 2mE) · 1.

Suppose that Mψ = 0 with ψ ≠ 0. Applying M again gives (p² − 2mE)ψ = 0, and since ψ is nonzero, E = p²/(2m).

For the converse, let E = p²/(2m). Then M² = 0, which already shows that M is singular, but it neither gives the solutions explicitly nor shows that only two of them are independent. The equation M²ψ = 0 now holds for all four-spinors, so it cannot be read as Mψ = 0. The first-order equations supply the missing information. The first gives

χ = σ·p φ/(2m),

and with this χ the left side of the second becomes

E φ − (σ·p)² φ/(2m) = (E − p²/(2m)) φ = 0.

The two-spinor φ is thus free and determines χ, so the kernel has complex dimension two.

At this energy the kernel is also the range of M. Since M² = 0, everything in the range is annihilated by M. Conversely, each solution is produced from a purely lower spinor:

M (0, −φ/(2m)) = (φ, σ·p φ/(2m)).

When p² − 2mE ≠ 0, dividing the formula for M² by this number shows that M is invertible, with inverse M/(p² − 2mE).

## Momentum, spinors and blocks in Lean

```lean
import Mathlib

open Matrix

namespace LevyLeblondMatrix

noncomputable section
```

The momentum is a function `p : Fin 3 → ℝ`, with components `p 0`, `p 1` and `p 2`.

```lean
/-- The squared length of the momentum, `p² = p₀² + p₁² + p₂²`. -/
def momentumSq (p : Fin 3 → ℝ) : ℝ := p 0 ^ 2 + p 1 ^ 2 + p 2 ^ 2
```

The matrix σ·p is entered explicitly, which fixes the standard representation of the Pauli matrices. The real components are read as complex numbers.

```lean
/-- The matrix `σ·p` built from the three Pauli matrices and a real momentum. -/
def sigmaDot (p : Fin 3 → ℝ) : Matrix (Fin 2) (Fin 2) ℂ :=
  !![(p 2 : ℂ), (p 0 : ℂ) - Complex.I * (p 1 : ℂ);
     (p 0 : ℂ) + Complex.I * (p 1 : ℂ), -(p 2 : ℂ)]
```

The index type `Fin 2 ⊕ Fin 2` keeps the two halves of a four-spinor apart: `Sum.inl` labels upper components and `Sum.inr` lower ones. `Matrix.fromBlocks` assembles M in the block order used above.

```lean
/-- The Lévy-Leblond matrix with blocks `(σ·p, -2m; E, -σ·p)`. -/
def levyLeblond (m E : ℝ) (p : Fin 3 → ℝ) :
    Matrix (Fin 2 ⊕ Fin 2) (Fin 2 ⊕ Fin 2) ℂ :=
  Matrix.fromBlocks (sigmaDot p) ((-(2 * (m : ℂ))) • 1) ((E : ℂ) • 1) (-sigmaDot p)
```

A four-spinor (φ, χ) is written `Sum.elim φ χ`. The next definition is the recipe from the opening paragraph, given as a complex-linear map from two-spinors to four-spinors. The theorems that use it assume m ≠ 0, which stands for a massive particle; the physical case is m > 0.

```lean
/-- The map sending a two-spinor `φ` to the four-spinor `(φ, σ·p φ / (2m))`, for `m ≠ 0`. -/
def liftSpinor (m : ℝ) (p : Fin 3 → ℝ) : (Fin 2 → ℂ) →ₗ[ℂ] (Fin 2 ⊕ Fin 2 → ℂ) where
  toFun φ := Sum.elim φ ((2 * (m : ℂ))⁻¹ • (sigmaDot p *ᵥ φ))
  map_add' φ φ' := by
    rw [Matrix.mulVec_add, smul_add]
    funext i
    cases i <;> rfl
  map_smul' c φ := by
    rw [Matrix.mulVec_smul, smul_comm _ c]
    funext i
    cases i <;> rfl
```

## Squaring in Lean

The four auxiliary equations `h00`, `h01`, `h10` and `h11` are the four entries of (σ·p)² computed above. Only the diagonal ones need i² = −1, which enters through `Complex.I_sq`.

```lean
/-- The square of `σ·p` is `p²` times the identity. -/
theorem sigmaDot_sq (p : Fin 3 → ℝ) :
    sigmaDot p * sigmaDot p = (momentumSq p : ℂ) • 1 := by
  have h00 : (p 2 : ℂ) * (p 2 : ℂ) + ((p 0 : ℂ) - Complex.I * (p 1 : ℂ)) *
      ((p 0 : ℂ) + Complex.I * (p 1 : ℂ)) = (momentumSq p : ℂ) := by
    simp only [momentumSq]
    push_cast
    linear_combination (-(p 1 : ℂ) ^ 2) * Complex.I_sq
  have h01 : (p 2 : ℂ) * ((p 0 : ℂ) - Complex.I * (p 1 : ℂ)) +
      ((p 0 : ℂ) - Complex.I * (p 1 : ℂ)) * -(p 2 : ℂ) = 0 := by ring
  have h10 : ((p 0 : ℂ) + Complex.I * (p 1 : ℂ)) * (p 2 : ℂ) +
      -(p 2 : ℂ) * ((p 0 : ℂ) + Complex.I * (p 1 : ℂ)) = 0 := by ring
  have h11 : ((p 0 : ℂ) + Complex.I * (p 1 : ℂ)) * ((p 0 : ℂ) - Complex.I * (p 1 : ℂ)) +
      -(p 2 : ℂ) * -(p 2 : ℂ) = (momentumSq p : ℂ) := by
    linear_combination h00
  rw [sigmaDot, Matrix.mul_fin_two, h00, h01, h10, h11]
  ext i j
  fin_cases i <;> fin_cases j <;> simp
```

For M², `Matrix.fromBlocks_multiply` multiplies in blocks, and `Matrix.fromBlocks_inj` reduces the claim to one equation per block. The previous theorem replaces (σ·p)² by p², and `module` finishes the linear algebra in each block. This identity holds for every real m and E, including m = 0.

```lean
/-- The square of the Lévy-Leblond matrix is `p² - 2mE` times the identity. -/
theorem levyLeblond_sq (m E : ℝ) (p : Fin 3 → ℝ) :
    levyLeblond m E p * levyLeblond m E p
      = ((momentumSq p - 2 * m * E : ℝ) : ℂ) • 1 := by
  have h := sigmaDot_sq p
  rw [levyLeblond, Matrix.fromBlocks_multiply, ← Matrix.fromBlocks_one,
    Matrix.fromBlocks_smul, Matrix.fromBlocks_inj]
  -- the off-diagonal blocks cancel, the diagonal ones use `(σ·p)² = p²`
  refine ⟨?_, ?_, ?_, ?_⟩ <;>
    simp only [Matrix.smul_mul, Matrix.mul_smul, mul_one, one_mul, neg_mul, mul_neg,
      neg_neg, h] <;>
    push_cast <;> module
```

## The solutions at E = p²/(2m)

The action of M on a pair (φ, χ) recovers the left sides of the two Lévy-Leblond equations. Here `*ᵥ` is multiplication of a vector by a matrix.

```lean
/-- The Lévy-Leblond matrix sends `(φ, χ)` to `(σ·p φ - 2m χ, E φ - σ·p χ)`. -/
theorem levyLeblond_mulVec (m E : ℝ) (p : Fin 3 → ℝ) (φ χ : Fin 2 → ℂ) :
    levyLeblond m E p *ᵥ Sum.elim φ χ
      = Sum.elim (sigmaDot p *ᵥ φ - (2 * (m : ℂ)) • χ)
          ((E : ℂ) • φ - sigmaDot p *ᵥ χ) := by
  rw [levyLeblond, Matrix.fromBlocks_mulVec, Sum.elim_comp_inl, Sum.elim_comp_inr,
    Matrix.smul_mulVec, Matrix.smul_mulVec, Matrix.one_mulVec, Matrix.one_mulVec,
    Matrix.neg_mulVec, neg_smul, ← sub_eq_add_neg, ← sub_eq_add_neg]
```

The kernel is stated for `mulVecLin`, the linear map that belongs to the matrix. For m ≠ 0 and E = p²/(2m), the theorem identifies it with the range of `liftSpinor`, so it says both that each (φ, σ·p φ/(2m)) is a solution and that there are no others.

The first half of the proof splits a null vector into φ and χ and solves the upper equation for χ; it makes no use of the value of E. The second half inserts the lifted spinor. Its upper row cancels by construction, and its lower row cancels because (σ·p)² = p² and E = p²/(2m).

```lean
/-- For `E = p²/(2m)` the four-spinors annihilated by the Lévy-Leblond matrix are exactly
those of the form `(φ, σ·p φ / (2m))`. -/
theorem levyLeblond_ker {m E : ℝ} {p : Fin 3 → ℝ} (hm : m ≠ 0)
    (hE : E = momentumSq p / (2 * m)) :
    LinearMap.ker (levyLeblond m E p).mulVecLin = LinearMap.range (liftSpinor m p) := by
  have hc : 2 * (m : ℂ) ≠ 0 := mul_ne_zero two_ne_zero (Complex.ofReal_ne_zero.mpr hm)
  ext ψ
  rw [LinearMap.mem_ker, Matrix.mulVecLin_apply, LinearMap.mem_range]
  constructor
  · intro h
    obtain ⟨φ, χ, rfl⟩ : ∃ φ χ, ψ = Sum.elim φ χ :=
      ⟨ψ ∘ Sum.inl, ψ ∘ Sum.inr, (Sum.elim_comp_inl_inr ψ).symm⟩
    rw [levyLeblond_mulVec] at h
    -- the first row determines the lower component
    have h1 : sigmaDot p *ᵥ φ - (2 * (m : ℂ)) • χ = 0 := by
      funext i
      exact congrFun h (Sum.inl i)
    have h2 : (2 * (m : ℂ))⁻¹ • (sigmaDot p *ᵥ φ) = χ := by
      rw [sub_eq_zero.mp h1, smul_smul, inv_mul_cancel₀ hc, one_smul]
    refine ⟨φ, ?_⟩
    change Sum.elim φ ((2 * (m : ℂ))⁻¹ • (sigmaDot p *ᵥ φ)) = _
    rw [h2]
  · rintro ⟨φ, rfl⟩
    change levyLeblond m E p *ᵥ Sum.elim φ ((2 * (m : ℂ))⁻¹ • (sigmaDot p *ᵥ φ)) = 0
    have hE' : (E : ℂ) = (2 * (m : ℂ))⁻¹ * (momentumSq p : ℂ) := by
      rw [hE]
      push_cast
      ring
    -- the second row holds by the dispersion relation
    rw [levyLeblond_mulVec, smul_smul, mul_inv_cancel₀ hc, one_smul, sub_self,
      Matrix.mulVec_smul, Matrix.mulVec_mulVec, sigmaDot_sq, Matrix.smul_mulVec,
      Matrix.one_mulVec, smul_smul, hE', sub_self]
    funext i
    cases i <;> rfl
```

## The dispersion relation and the dimension

The main theorem joins three statements for m ≠ 0: the formula for M², the equivalence between the existence of a nonzero null vector and E = p²/(2m), and the dimension of the kernel at that energy. `Module.finrank ℂ` counts complex dimensions. A basis of the kernel consists of two solutions, obtained from two linearly independent choices of the two-spinor φ at the same momentum.

The `calc` block applies M twice to a nonzero null vector, and cancelling ψ leaves p² − 2mE = 0. For the reverse implication the proof lifts the two-spinor φ = (1, 1). Dividing the resulting four-spinor by √2 normalises its upper part to φ†φ = 1. For the dimension, `hinj` records that φ can be read off from the upper half of its lift, so `liftSpinor` is injective and its range has the dimension of the space of two-spinors.

```lean
/-- For nonzero mass, the Lévy-Leblond matrix squares to `p² - 2mE`, it annihilates a nonzero
four-spinor exactly when `E = p²/(2m)`, and its kernel is then two-dimensional. -/
theorem levyLeblond_dispersion {m : ℝ} (hm : m ≠ 0) (E : ℝ) (p : Fin 3 → ℝ) :
    levyLeblond m E p * levyLeblond m E p = ((momentumSq p - 2 * m * E : ℝ) : ℂ) • 1 ∧
    ((∃ ψ, ψ ≠ 0 ∧ levyLeblond m E p *ᵥ ψ = 0) ↔ E = momentumSq p / (2 * m)) ∧
    (E = momentumSq p / (2 * m) →
      Module.finrank ℂ (LinearMap.ker (levyLeblond m E p).mulVecLin) = 2) := by
  refine ⟨levyLeblond_sq m E p, ⟨?_, ?_⟩, ?_⟩
  · rintro ⟨ψ, hψ, h⟩
    -- apply the matrix twice
    have h2 : ((momentumSq p - 2 * m * E : ℝ) : ℂ) • ψ = 0 := by
      calc ((momentumSq p - 2 * m * E : ℝ) : ℂ) • ψ
          = (levyLeblond m E p * levyLeblond m E p) *ᵥ ψ := by
            rw [levyLeblond_sq, Matrix.smul_mulVec, Matrix.one_mulVec]
        _ = 0 := by rw [← Matrix.mulVec_mulVec, h, Matrix.mulVec_zero]
    have h3 := Complex.ofReal_eq_zero.mp ((smul_eq_zero.mp h2).resolve_right hψ)
    rw [eq_div_iff (mul_ne_zero two_ne_zero hm)]
    linarith
  · intro hE
    refine ⟨liftSpinor m p (fun _ => 1), ?_, ?_⟩
    · intro h
      have h1 : (1 : ℂ) = 0 := congrFun h (Sum.inl 0)
      exact one_ne_zero h1
    · have hk : liftSpinor m p (fun _ => 1) ∈
          LinearMap.ker (levyLeblond m E p).mulVecLin := by
        rw [levyLeblond_ker hm hE]
        exact ⟨_, rfl⟩
      exact LinearMap.mem_ker.mp hk
  · intro hE
    have hinj : Function.Injective (liftSpinor m p) := by
      intro φ φ' h
      funext i
      exact congrFun h (Sum.inl i)
    rw [levyLeblond_ker hm hE, LinearMap.finrank_range_of_inj hinj, Module.finrank_fin_fun]
```

The model is a free particle at one fixed momentum. The matrix M is taken as given and not derived as a limit of the Dirac equation, and there are no potentials, magnetic fields or position-space wave functions.

## Kernel, range and inverse

For m ≠ 0 and E = p²/(2m), the kernel and the range of M coincide. One inclusion uses the purely lower spinor −φ/(2m) from the derivation by hand; the other uses M² = 0.

```lean
/-- For `E = p²/(2m)` the kernel of the Lévy-Leblond matrix equals its range. -/
theorem levyLeblond_ker_eq_range {m E : ℝ} {p : Fin 3 → ℝ} (hm : m ≠ 0)
    (hE : E = momentumSq p / (2 * m)) :
    LinearMap.ker (levyLeblond m E p).mulVecLin
      = LinearMap.range (levyLeblond m E p).mulVecLin := by
  have hc : 2 * (m : ℂ) ≠ 0 := mul_ne_zero two_ne_zero (Complex.ofReal_ne_zero.mpr hm)
  apply le_antisymm
  · rw [levyLeblond_ker hm hE]
    rintro _ ⟨φ, rfl⟩
    -- a purely lower spinor generates the solution
    refine ⟨Sum.elim 0 ((-(2 * (m : ℂ))⁻¹) • φ), ?_⟩
    change levyLeblond m E p *ᵥ _ = Sum.elim φ ((2 * (m : ℂ))⁻¹ • (sigmaDot p *ᵥ φ))
    rw [levyLeblond_mulVec, Matrix.mulVec_zero, smul_smul, mul_neg, mul_inv_cancel₀ hc,
      smul_zero, Matrix.mulVec_smul, neg_smul, neg_smul, one_smul, zero_sub, zero_sub,
      neg_neg, neg_neg]
  · rintro _ ⟨η, rfl⟩
    have h0 : momentumSq p - 2 * m * E = 0 := by
      have h := (eq_div_iff (mul_ne_zero two_ne_zero hm)).mp hE
      linarith
    rw [LinearMap.mem_ker, Matrix.mulVecLin_apply, Matrix.mulVecLin_apply,
      Matrix.mulVec_mulVec, levyLeblond_sq, h0, Complex.ofReal_zero, zero_smul,
      Matrix.zero_mulVec]
```

Away from the dispersion relation, the last theorem states that M times M/(p² − 2mE) is the identity. For square matrices a right inverse is also a left inverse, so this is the inverse found earlier. The only hypothesis is p² − 2mE ≠ 0, with no separate condition on the mass.

```lean
/-- When `p² - 2mE` is nonzero, the Lévy-Leblond matrix divided by this number is a right inverse of
the Lévy-Leblond matrix. -/
theorem levyLeblond_mul_inverse {m E : ℝ} {p : Fin 3 → ℝ}
    (h : momentumSq p - 2 * m * E ≠ 0) :
    levyLeblond m E p *
      (((momentumSq p - 2 * m * E : ℝ) : ℂ)⁻¹ • levyLeblond m E p) = 1 := by
  rw [Matrix.mul_smul, levyLeblond_sq, smul_smul,
    inv_mul_cancel₀ (Complex.ofReal_ne_zero.mpr h), one_smul]

end

end LevyLeblondMatrix
```

```lean
#print axioms LevyLeblondMatrix.levyLeblond_dispersion
-- 'LevyLeblondMatrix.levyLeblond_dispersion' depends on axioms: [propext, Classical.choice, Quot.sound]
#print axioms LevyLeblondMatrix.levyLeblond_ker_eq_range
-- 'LevyLeblondMatrix.levyLeblond_ker_eq_range' depends on axioms: [propext, Classical.choice, Quot.sound]
#print axioms LevyLeblondMatrix.levyLeblond_mul_inverse
-- 'LevyLeblondMatrix.levyLeblond_mul_inverse' depends on axioms: [propext, Classical.choice, Quot.sound]
```
